# Dai–Yuan search directions are descent directions under the curvature condition

If a conjugate gradient direction points uphill, every sufficiently short step along it raises the energy, and a line search that looks ahead for a lower value may find none. The Dai–Yuan coefficient prevents this for nonzero gradients, provided that the slope along each search direction is strictly larger at the end of the step than at its start.

```lean
import Mathlib

open Finset

namespace DaiYuanMethod

noncomputable section

variable {E : Type*} [NormedAddCommGroup E] [InnerProductSpace ℝ E]

/-- The Dai-Yuan coefficient for old gradient `g`, new gradient `g'` and old direction `d`. -/
def dyBeta (g g' d : E) : ℝ := ‖g'‖ ^ 2 / inner ℝ d (g' - g)

/-- One Dai-Yuan update of the search direction. -/
def dyNext (g g' d : E) : E := -g' + dyBeta g g' d • d

/-- The search directions generated from a sequence of gradients, starting with steepest
descent. -/
def dyDir (g : ℕ → E) : ℕ → E
  | 0 => -g 0
  | k + 1 => dyNext (g k) (g (k + 1)) (dyDir g k)

/-- The slope along each search direction is strictly larger at the new point than at the
old one. -/
def CurvatureCondition (g : ℕ → E) : Prop :=
  ∀ k, inner ℝ (dyDir g k) (g k) < inner ℝ (dyDir g k) (g (k + 1))

/-- If the slope along `d` changes in the step, the slope along the new direction is the
Dai-Yuan coefficient times the old slope. -/
theorem dyNext_slope {g g' d : E} (h : inner ℝ d g ≠ inner ℝ d g') :
    inner ℝ g' (dyNext g g' d) = dyBeta g g' d * inner ℝ g d := by
  have h0 : inner ℝ d g' - inner ℝ d g ≠ 0 := sub_ne_zero.mpr h.symm
  -- the defining relation of the coefficient, cleared of its denominator
  have hb : dyBeta g g' d * (inner ℝ d g' - inner ℝ d g) = ‖g'‖ ^ 2 := by
    rw [dyBeta, inner_sub_right]
    exact div_mul_cancel₀ _ h0
  rw [dyNext, inner_add_right, inner_neg_right, real_inner_smul_right,
    real_inner_self_eq_norm_sq, real_inner_comm d g', real_inner_comm d g]
  linear_combination hb

/-- Starting from a descent direction along which the slope changes, and with a nonzero new
gradient, the updated direction is a descent direction exactly when the slope along the old
direction has increased. -/
theorem dyNext_descent_iff {g g' d : E} (hd : inner ℝ g d < 0) (hg' : g' ≠ 0)
    (h : inner ℝ d g ≠ inner ℝ d g') :
    inner ℝ g' (dyNext g g' d) < 0 ↔ inner ℝ d g < inner ℝ d g' := by
  rw [dyNext_slope h]
  constructor
  · intro hneg
    by_contra hc
    have hβ : dyBeta g g' d ≤ 0 := by
      rw [dyBeta, inner_sub_right]
      exact div_nonpos_of_nonneg_of_nonpos (sq_nonneg _) (by linarith [not_lt.1 hc])
    nlinarith [mul_nonneg (neg_nonneg.2 hβ) (neg_nonneg.2 hd.le)]
  · intro hc
    have hβ : 0 < dyBeta g g' d := by
      rw [dyBeta, inner_sub_right]
      exact div_pos (pow_pos (norm_pos_iff.2 hg') 2) (sub_pos.2 hc)
    exact mul_neg_of_pos_of_neg hβ hd

/-- For nonzero gradients obeying the curvature condition, each slope is the Dai-Yuan
coefficient times the previous slope, and every search direction is a descent direction. -/
theorem daiYuan_descent {g : ℕ → E} (hg : ∀ k, g k ≠ 0) (hc : CurvatureCondition g) (k : ℕ) :
    inner ℝ (g (k + 1)) (dyDir g (k + 1))
        = dyBeta (g k) (g (k + 1)) (dyDir g k) * inner ℝ (g k) (dyDir g k) ∧
      inner ℝ (g k) (dyDir g k) < 0 := by
  refine ⟨dyNext_slope (hc k).ne, ?_⟩
  induction k with
  | zero =>
    show inner ℝ (g 0) (-g 0) < 0
    rw [inner_neg_right, real_inner_self_eq_norm_sq]
    have := pow_pos (norm_pos_iff.2 (hg 0)) 2
    linarith
  | succ k ih =>
    show inner ℝ (g (k + 1)) (dyNext (g k) (g (k + 1)) (dyDir g k)) < 0
    exact (dyNext_descent_iff ih (hg (k + 1)) (hc k).ne).2 (hc k)

/-- The squared length of the updated direction in terms of the Dai-Yuan coefficient, the old
length, the new slope and the norm of the new gradient. -/
theorem dyNext_norm_sq (g g' d : E) :
    ‖dyNext g g' d‖ ^ 2 = dyBeta g g' d ^ 2 * ‖d‖ ^ 2
      - 2 * inner ℝ g' (dyNext g g' d) - ‖g'‖ ^ 2 := by
  unfold dyNext
  rw [norm_add_sq_real, inner_add_right, inner_neg_right, inner_neg_left,
    real_inner_smul_right, real_inner_self_eq_norm_sq, norm_neg, norm_smul, mul_pow,
    Real.norm_eq_abs, sq_abs]
  ring

/-- For nonzero gradients obeying the curvature condition, the squared length of a search direction,
relative to its squared slope, is at most the sum of the inverse squared gradient norms so far. -/
theorem direction_growth {g : ℕ → E} (hg : ∀ k, g k ≠ 0) (hc : CurvatureCondition g) (k : ℕ) :
    ‖dyDir g k‖ ^ 2 / inner ℝ (g k) (dyDir g k) ^ 2
      ≤ ∑ i ∈ range (k + 1), 1 / ‖g i‖ ^ 2 := by
  -- completing the square in the recursion for the relative length
  have key : ∀ D D' s b N : ℝ, s ≠ 0 → b ≠ 0 → N ≠ 0 →
      D' = b ^ 2 * D - 2 * (b * s) - N ^ 2 →
      D / s ^ 2 + 1 / N ^ 2 - D' / (b * s) ^ 2 = (1 / N + N / (b * s)) ^ 2 := by
    intro D D' s b N hs hb hN h
    rw [h]
    field_simp
    ring
  induction k with
  | zero =>
    have hN : ‖g 0‖ ≠ 0 := norm_ne_zero_iff.2 (hg 0)
    simp only [zero_add, Finset.sum_range_one]
    show ‖-g 0‖ ^ 2 / inner ℝ (g 0) (-g 0) ^ 2 ≤ _
    rw [inner_neg_right, real_inner_self_eq_norm_sq, norm_neg, neg_sq]
    apply le_of_eq
    field_simp
  | succ k ih =>
    obtain ⟨hs', hs⟩ := daiYuan_descent hg hc k
    have hneg := (daiYuan_descent hg hc (k + 1)).2
    have hb : dyBeta (g k) (g (k + 1)) (dyDir g k) ≠ 0 := by
      intro h
      rw [hs', h, zero_mul] at hneg
      exact lt_irrefl _ hneg
    have hn : ‖dyDir g (k + 1)‖ ^ 2 = dyBeta (g k) (g (k + 1)) (dyDir g k) ^ 2
        * ‖dyDir g k‖ ^ 2 - 2 * inner ℝ (g (k + 1)) (dyDir g (k + 1)) - ‖g (k + 1)‖ ^ 2 :=
      dyNext_norm_sq _ _ _
    rw [hs'] at hn
    have e := key _ _ _ _ _ hs.ne hb (norm_ne_zero_iff.2 (hg (k + 1))) hn
    rw [Finset.sum_range_succ, hs']
    have hsq := sq_nonneg (1 / ‖g (k + 1)‖ + ‖g (k + 1)‖ /
      (dyBeta (g k) (g (k + 1)) (dyDir g k) * inner ℝ (g k) (dyDir g k)))
    linarith

/-- For nonzero gradients obeying the curvature condition, if the gradient norms up to step `k` are
at least `c > 0`, the squared slope along the normalised search direction is at least `c ^ 2 / (k +
1)`. -/
theorem normalised_slope_bound {g : ℕ → E} (hg : ∀ k, g k ≠ 0) (hc : CurvatureCondition g)
    {c : ℝ} (hpos : 0 < c) (k : ℕ) (hlow : ∀ i ≤ k, c ≤ ‖g i‖) :
    c ^ 2 / ((k : ℝ) + 1) ≤ inner ℝ (g k) (dyDir g k) ^ 2 / ‖dyDir g k‖ ^ 2 := by
  have hs := (daiYuan_descent hg hc k).2
  have hd : dyDir g k ≠ 0 := by
    intro h
    rw [h, inner_zero_right] at hs
    exact lt_irrefl _ hs
  have hD : 0 < ‖dyDir g k‖ ^ 2 := pow_pos (norm_pos_iff.2 hd) 2
  have hS : 0 < inner ℝ (g k) (dyDir g k) ^ 2 := pow_pos_of_ne hs.ne
  have hsum : ∑ i ∈ range (k + 1), 1 / ‖g i‖ ^ 2 ≤ ((k : ℝ) + 1) / c ^ 2 := by
    calc ∑ i ∈ range (k + 1), 1 / ‖g i‖ ^ 2 ≤ ∑ _i ∈ range (k + 1), 1 / c ^ 2 := by
          refine Finset.sum_le_sum fun i hi => ?_
          have hi' := hlow i (Nat.lt_succ_iff.1 (Finset.mem_range.1 hi))
          gcongr
      _ = ((k : ℝ) + 1) / c ^ 2 := by
          rw [Finset.sum_const, Finset.card_range, nsmul_eq_mul]
          push_cast
          ring
  have h := (direction_growth hg hc k).trans hsum
  rw [div_le_div_iff₀ hS (pow_pos hpos 2)] at h
  rw [div_le_div_iff₀ (by positivity) hD]
  linarith
where
  pow_pos_of_ne {x : ℝ} (hx : x ≠ 0) : 0 < x ^ 2 := by positivity

/-- For nonzero gradients obeying the curvature condition, if the squared slopes along the
normalised directions are summable (the Zoutendijk condition), gradients of arbitrarily small norm
occur. -/
theorem daiYuan_convergence {g : ℕ → E} (hg : ∀ k, g k ≠ 0) (hc : CurvatureCondition g)
    (hz : Summable fun k => inner ℝ (g k) (dyDir g k) ^ 2 / ‖dyDir g k‖ ^ 2)
    {c : ℝ} (hpos : 0 < c) : ∃ k, ‖g k‖ < c := by
  by_contra h
  have hlow : ∀ k, c ≤ ‖g k‖ := fun k => not_lt.1 fun hk => h ⟨k, hk⟩
  -- otherwise a multiple of the harmonic series would converge
  have hsum : Summable fun k : ℕ => c ^ 2 / ((k : ℝ) + 1) :=
    Summable.of_nonneg_of_le (fun k => by positivity)
      (fun k => normalised_slope_bound hg hc hpos k fun i _ => hlow i) hz
  have e : (fun k : ℕ => 1 / ((k + 1 : ℕ) : ℝ))
      = fun k : ℕ => 1 / c ^ 2 * (c ^ 2 / ((k : ℝ) + 1)) := by
    funext k
    push_cast
    field_simp
  apply Real.not_summable_one_div_natCast
  refine (summable_nat_add_iff 1).1 ?_
  show Summable (fun k : ℕ => 1 / ((k + 1 : ℕ) : ℝ))
  rw [e]
  exact hsum.mul_left _

/-- One-dimensional gradients that halve at every step. -/
def halving (k : ℕ) : ℝ := (1 / 2) ^ k

/-- The halving gradients are nonzero and satisfy the curvature and Zoutendijk conditions. -/
theorem halving_witness : (∀ k, halving k ≠ 0) ∧ CurvatureCondition halving ∧
    Summable fun k => inner ℝ (halving k) (dyDir halving k) ^ 2 / ‖dyDir halving k‖ ^ 2 := by
  have hin : ∀ x y : ℝ, inner ℝ x y = x * y := by
    intro x y
    simp [mul_comm]
  have hpos : ∀ k, 0 < halving k := fun k => by unfold halving; positivity
  have hlt : ∀ k, halving (k + 1) < halving k := by
    intro k
    have h1 : halving (k + 1) = halving k * (1 / 2) := pow_succ _ _
    linarith [hpos k]
  -- all search directions point to the left
  have hneg : ∀ k, dyDir halving k < 0 := by
    intro k
    induction k with
    | zero =>
      show -halving 0 < 0
      linarith [hpos 0]
    | succ k ih =>
      have hβ : 0 ≤ dyBeta (halving k) (halving (k + 1)) (dyDir halving k) := by
        rw [dyBeta, hin]
        exact div_nonneg (sq_nonneg _) (mul_pos_of_neg_of_neg ih (sub_neg.2 (hlt k))).le
      show -halving (k + 1)
        + dyBeta (halving k) (halving (k + 1)) (dyDir halving k) * dyDir halving k < 0
      nlinarith [mul_nonneg hβ (neg_nonneg.2 ih.le), hpos (k + 1)]
  refine ⟨fun k => (hpos k).ne', fun k => ?_, ?_⟩
  · rw [hin, hin]
    exact mul_lt_mul_of_neg_left (hlt k) (hneg k)
  · have e : (fun k => inner ℝ (halving k) (dyDir halving k) ^ 2 / ‖dyDir halving k‖ ^ 2)
        = fun k : ℕ => (1 / 4 : ℝ) ^ k := by
      funext k
      rw [hin, Real.norm_eq_abs, sq_abs, mul_pow, mul_div_assoc,
        div_self (pow_ne_zero 2 (hneg k).ne), mul_one, halving, ← pow_mul, mul_comm k 2,
        pow_mul]
      norm_num
    rw [e]
    exact summable_geometric_of_lt_one (by norm_num) (by norm_num)

end

end DaiYuanMethod
```

```lean
#print axioms DaiYuanMethod.daiYuan_descent
-- 'DaiYuanMethod.daiYuan_descent' depends on axioms: [propext, Classical.choice, Quot.sound]
#print axioms DaiYuanMethod.daiYuan_convergence
-- 'DaiYuanMethod.daiYuan_convergence' depends on axioms: [propext, Classical.choice, Quot.sound]
```

## Gradients, directions and slopes

Let $E$ be a real inner product space of any dimension, and let $g_0, g_1, \dots$ be vectors in it, read as the gradients of an energy at successive points. The search directions are

$$d_0=-g_0,\qquad d_{k+1}=-g_{k+1}+\beta_k d_k,\qquad \beta_k=\frac{\|g_{k+1}\|^2}{\langle d_k,\,g_{k+1}-g_k\rangle}.$$

In the file, `dyBeta (g k) (g (k + 1)) (dyDir g k)` is $\beta_k$, `dyNext` is one update, and `dyDir g k` is $d_k$. The slope at point $k$ is $s_k=\langle g_k,d_k\rangle$, and $d_k$ is a descent direction when $s_k<0$.

`CurvatureCondition g` says that $\langle d_k,g_k\rangle<\langle d_k,g_{k+1}\rangle$ for every $k$. Physically, the energy profile along the line must be less steeply downhill, or already uphill, where the step ends. A line search with the Wolfe curvature condition, $\langle d_k,g_{k+1}\rangle\ge\sigma\langle d_k,g_k\rangle$ with $0<\sigma<1$, ensures this when $d_k$ is a descent direction.

The theorem `daiYuan_descent` assumes this condition and $g_k\neq0$ for all $k$. It concludes, for every $k$, that $s_{k+1}=\beta_k s_k$ and $s_k<0$.

The result bears on the direct minimisation of an electronic energy over unconstrained real parameters, where all gradients and directions live in one fixed linear space. Methods that handle orthonormality constraints on orbitals by carrying directions from one tangent space to another are not covered. Nor is rounding error.

## Why the slope stays negative

Write $g,g',d$ for the old gradient, new gradient and old direction, $\beta$ for the coefficient, and $d'=-g'+\beta d$ for the new direction. If the slope along $d$ changes, the denominator of $\beta$ is nonzero, and clearing it gives

$$\beta\bigl(\langle d,g'\rangle-\langle d,g\rangle\bigr)=\|g'\|^2.$$

Therefore

$$\langle g',d'\rangle=-\|g'\|^2+\beta\langle d,g'\rangle=\beta\langle g,d\rangle.$$

This is `dyNext_slope`. The cleared equation is the local fact `hb`; after the inner product has been expanded, `linear_combination hb` does the substitution.

Now suppose that $\langle g,d\rangle<0$ and $g'\neq0$. The new slope is negative exactly when $\beta>0$, and since the numerator of $\beta$ is positive, this happens exactly when $\langle d,g'\rangle>\langle d,g\rangle$. That equivalence is `dyNext_descent_iff`. For a single update of this kind, with a nonzero denominator, the curvature inequality is thus necessary as well as sufficient.

The proof of `daiYuan_descent` takes the slope identity directly from the one-step lemma and obtains descent by induction. At the start, $s_0=-\|g_0\|^2<0$; each later step applies the equivalence.

The numbers $g_0=1$, $g_1=2$ on the real line show what fails without the curvature condition. Here $d_0=-1$, and the slope along it falls from $-1$ to $-2$. The coefficient is $\beta_0=4/(-1)=-4$, so $d_1=-2+4=2$ and $s_1=4>0$: the second direction points uphill. The identity $s_1=\beta_0s_0$ still holds, but the coefficient has the wrong sign.

## How long the directions can become

Descent alone allows directions that are almost perpendicular to the gradient, along which progress is slow. To control this, square $d_{k+1}+g_{k+1}=\beta_k d_k$:

$$\|d_{k+1}\|^2=\beta_k^2\|d_k\|^2-2s_{k+1}-\|g_{k+1}\|^2.$$

This is `dyNext_norm_sq`. Dividing by $s_{k+1}^2=\beta_k^2s_k^2$ and completing the square gives

$$\frac{\|d_{k+1}\|^2}{s_{k+1}^2}=\frac{\|d_k\|^2}{s_k^2}+\frac1{\|g_{k+1}\|^2}-\left(\frac1{\|g_{k+1}\|}+\frac{\|g_{k+1}\|}{s_{k+1}}\right)^2.$$

Dropping the last term can only increase the right-hand side. Since $\|d_0\|^2/s_0^2=1/\|g_0\|^2$, induction yields

$$\frac{\|d_k\|^2}{s_k^2}\le\sum_{i=0}^{k}\frac1{\|g_i\|^2}.$$

This is `direction_growth`. Its local statement `key` is the completed square as an identity between real numbers, proved by `field_simp` and `ring`. The descent theorem supplies the nonzero slopes and coefficients by which it divides.

If $\|g_i\|\ge c>0$ for all $i\le k$, the sum is at most $(k+1)/c^2$. Taking reciprocals gives `normalised_slope_bound`:

$$\frac{s_k^2}{\|d_k\|^2}\ge\frac{c^2}{k+1}.$$

The left side is the squared slope along the unit vector $d_k/\|d_k\|$, so it does not depend on the length of the search direction.

## Small gradients from a finite total decrease

The theorem `daiYuan_convergence` adds the Zoutendijk condition,

$$\sum_{k=0}^{\infty}\frac{s_k^2}{\|d_k\|^2}<\infty.$$

It stands for a finite energy budget. With a suitable line search on an energy whose gradient is Lipschitz continuous, each step lowers the energy by at least a fixed multiple of the corresponding term, and an energy bounded below can fall only by a finite total amount.

Suppose that all gradients had norm at least some $c>0$. The previous bound would then make $\sum_k c^2/(k+1)$ converge by comparison, which contradicts the divergence of the harmonic series. Hence for every $c>0$ some gradient has norm below $c$. In Lean, `Summable.of_nonneg_of_le` makes the comparison, and the remaining lines rescale and shift the series to match Mathlib's harmonic series.

Because no gradient is zero, this amounts to $\liminf_k\|g_k\|=0$. It does not say that the whole sequence of gradients tends to zero, that the points converge, or that a minimum is reached. The convergence theorem usually associated with the Dai–Yuan method starts from properties of the function and the line search, whereas here the Zoutendijk condition is assumed.

The sequence `halving`, $g_k=2^{-k}$ on the real line, shows that these assumptions are compatible. By induction all its directions are negative, so the decreasing gradients satisfy the curvature condition. In one dimension the normalised squared slope is simply $g_k^2=4^{-k}$, which gives a convergent geometric series. This is `halving_witness`.

## A model with an energy function

The file takes the gradients as a given sequence; it contains no energy, points or step lengths. A fuller model would start from a differentiable function $f$ and set

$$x_{k+1}=x_k+\alpha_kd_k,\qquad g_k=\nabla f(x_k),$$

with steps $\alpha_k>0$ chosen by a Wolfe line search. The algebra of slopes and lengths would stay the same. The curvature condition would come from the line search, and the Zoutendijk condition could be derived if $f$ were bounded below with a Lipschitz continuous gradient. The convergence theorem would then be a statement about minimising $f$, at the price of an additional analytic proof. The present form separates what follows from the Dai–Yuan recursion under the stated assumptions from the analysis of the energy and the line search that would justify those assumptions.
